# Raising a finite Hamiltonian without changing its nondegenerate ground state or ground energy cannot increase its static polarizability

Suppose two pseudopotentials have been fitted to the same reference state, and you want to know which one responds less to a field before solving any response equation. Write both Hamiltonians as matrices $A$ and $B$ in one finite orthonormal basis, check that their lowest levels are nondegenerate and that they share the lowest eigenvector and its energy, and diagonalize $B-A$. If no eigenvalue is negative, then in this lowest state $B$ is at most as polarizable as $A$, whatever perturbation is applied to both. With one-electron matrices this covers a single occupied orbital, the lowest one. The parts below derive this for fixed Hamiltonians, with no self-consistent change of the potential in the field.

## Levels, polarizability and excitation energy

The states live in a complex inner product space `V`, with $\langle x,y\rangle$ conjugate-linear in $x$.

In Lean 4 with Mathlib:

```lean
import Mathlib

open scoped InnerProductSpace

namespace PseudopotentialHardness

noncomputable section

variable {V ι : Type*} [NormedAddCommGroup V] [InnerProductSpace ℂ V]
  [Fintype ι] [DecidableEq ι]
```

A term of `Levels ι H` records an orthonormal basis of eigenstates $u_n$ of $H$ with real energies $E_n$. This makes $H$ Hermitian, and the finite index type `ι` makes the space finite-dimensional. The label $0$ stands for the index `ground`, and $g=u_0$. The other levels may be degenerate and come in any order. The field `gap` says that $E_0$ lies strictly below them, which for a pseudopotential rules out a ghost state at or below the reference level.

```lean
/-- The level scheme of a Hamiltonian `H`: an orthonormal basis of eigenstates with real
energies, and a ground state whose energy lies strictly below all others. -/
structure Levels (ι : Type*) [Fintype ι] (H : V →ₗ[ℂ] V) where
  state : OrthonormalBasis ι ℂ V
  energy : ι → ℝ
  ground : ι
  eigen : ∀ n, H (state n) = (energy n : ℂ) • state n
  gap : ∀ n, n ≠ ground → energy ground < energy n
```

For a perturbation $W$, the static polarizability is

$$\alpha_H(W)=2\sum_{n\neq 0}\frac{|\langle u_n,Wg\rangle|^2}{E_n-E_0}.$$

For Hermitian $W$ this is minus the second derivative of the ground energy of $H+\lambda W$ at $\lambda=0$. The definition accepts any linear $W$, with the coupling constants absorbed into it. If there is only one level, the sum is empty and $\alpha_H(W)=0$.

```lean
namespace Levels

variable {H A B : V →ₗ[ℂ] V}

/-- The static polarizability `2 ∑ |⟨uₙ, W g⟩|² / (Eₙ - E₀)`, summed over the excited states. -/
def polarizability (S : Levels ι H) (W : V →ₗ[ℂ] V) : ℝ :=
  2 * ∑ n ∈ Finset.univ.erase S.ground,
    ‖⟪S.state n, W (S.state S.ground)⟫_ℂ‖ ^ 2 / (S.energy n - S.energy S.ground)
```

The excitation energy of a vector is $\varepsilon_H(x)=\mathrm{Re}\,\langle x,(H-E_0)x\rangle$. The vector need not be normalized; for $x\neq0$ the mean energy above the ground level in the normalized state is $\varepsilon_H(x)/\|x\|^2$.

```lean
/-- The excitation energy `⟨x, (H - E₀) x⟩` of a vector `x`, not necessarily normalized. -/
def excitation (S : Levels ι H) (x : V) : ℝ :=
  (⟪x, H x - (S.energy S.ground : ℂ) • x⟫_ℂ).re
```

## (a) Components of $(H-E_0)x$

**Task.** Show that $H-E_0$ multiplies each amplitude of $x$ by a level spacing:

$$\langle u_m,(H-E_0)x\rangle=(E_m-E_0)\langle u_m,x\rangle .$$

**Solution.** Expand $x=\sum_n\langle u_n,x\rangle u_n$. Then $Hx=\sum_n\langle u_n,x\rangle E_n u_n$, and orthonormality gives $\langle u_m,Hx\rangle=E_m\langle u_m,x\rangle$. Subtract $E_0\langle u_m,x\rangle$.

In the code, `hH` is the expansion of $Hx$ and `h2` is its component along $u_m$.

```lean
/-- In the eigenbasis, `H - E₀` multiplies each amplitude by its excitation energy. -/
theorem amplitude (S : Levels ι H) (x : V) (m : ι) :
    ⟪S.state m, H x - (S.energy S.ground : ℂ) • x⟫_ℂ =
      ((S.energy m - S.energy S.ground : ℝ) : ℂ) * ⟪S.state m, x⟫_ℂ := by
  have hH : H x = ∑ n, (⟪S.state n, x⟫_ℂ * (S.energy n : ℂ)) • S.state n := by
    conv_lhs => rw [← S.state.sum_repr' x]
    simp only [map_sum, map_smul, S.eigen, smul_smul]
  have h2 : ⟪S.state m, H x⟫_ℂ = ⟪S.state m, x⟫_ℂ * (S.energy m : ℂ) := by
    rw [hH]
    simp only [inner_sum, inner_smul_right, orthonormal_iff_ite.mp S.state.orthonormal,
      mul_ite, mul_one, mul_zero, Finset.sum_ite_eq, Finset.mem_univ, ↓reduceIte]
  rw [inner_sub_right, inner_smul_right, h2]
  push_cast
  ring
```

## (b) Excitation energy as a sum over levels

**Task.** Show that

$$\varepsilon_H(x)=\sum_{n\neq0}(E_n-E_0)\,|\langle u_n,x\rangle|^2 .$$

**Solution.** Insert the completeness relation and use (a):

$$\langle x,(H-E_0)x\rangle=\sum_n\langle x,u_n\rangle\langle u_n,(H-E_0)x\rangle=\sum_n(E_n-E_0)|\langle u_n,x\rangle|^2 .$$

The term $n=0$ vanishes because its spacing is zero.

The step `term` evaluates one summand, `sum_inner_mul_inner` is the completeness relation, and `Finset.add_sum_erase` splits off the ground term.

```lean
/-- The excitation energy is the sum of the level spacings weighted by the populations. -/
theorem excitation_eq (S : Levels ι H) (x : V) :
    S.excitation x = ∑ n ∈ Finset.univ.erase S.ground,
      (S.energy n - S.energy S.ground) * ‖⟪S.state n, x⟫_ℂ‖ ^ 2 := by
  have term : ∀ n, (⟪x, S.state n⟫_ℂ *
      ⟪S.state n, H x - (S.energy S.ground : ℂ) • x⟫_ℂ).re =
      (S.energy n - S.energy S.ground) * ‖⟪S.state n, x⟫_ℂ‖ ^ 2 := by
    intro n
    rw [S.amplitude, ← inner_conj_symm x (S.state n), Complex.sq_norm, Complex.normSq_apply]
    simp only [Complex.mul_re, Complex.mul_im, Complex.conj_re, Complex.conj_im,
      Complex.ofReal_re, Complex.ofReal_im]
    ring
  unfold excitation
  rw [← S.state.sum_inner_mul_inner, Complex.re_sum, Finset.sum_congr rfl (fun n _ => term n),
    ← Finset.add_sum_erase _ _ (Finset.mem_univ S.ground)]
  simp only [sub_self, zero_mul, zero_add]
```

## (c) The Hylleraas lower bound

**Task.** Let $\langle g,x\rangle=0$. Show that

$$2\bigl(2\,\mathrm{Re}\langle x,Wg\rangle-\varepsilon_H(x)\bigr)\le\alpha_H(W).$$

**Solution.** For $n\neq0$ put $\Delta_n=E_n-E_0>0$, $a_n=|\langle u_n,x\rangle|$ and $w_n=|\langle u_n,Wg\rangle|$. Since $x$ has no component along $g$,

$$\mathrm{Re}\langle x,Wg\rangle=\sum_{n\neq0}\mathrm{Re}\bigl(\langle x,u_n\rangle\langle u_n,Wg\rangle\bigr)\le\sum_{n\neq0}a_nw_n .$$

By (b), $\varepsilon_H(x)=\sum_{n\neq0}\Delta_na_n^2$. In each level,

$$\frac{w_n^2}{\Delta_n}-2a_nw_n+\Delta_na_n^2=\frac{(\Delta_na_n-w_n)^2}{\Delta_n}\ge0,$$

so $2a_nw_n-\Delta_na_n^2\le w_n^2/\Delta_n$. Sum over $n\neq0$ and multiply by $2$.

Here `hd` is $\Delta_n>0$ and `hr` bounds the real part by $a_nw_n$. After `le_div_iff₀` has multiplied through by $\Delta_n$, `nlinarith` combines `hr` with the square $(\Delta_na_n-w_n)^2\ge0$.

```lean
/-- Hylleraas variational bound: every trial vector orthogonal to the ground state gives a
lower bound on the polarizability. -/
theorem hylleraas_bound (S : Levels ι H) (W : V →ₗ[ℂ] V) (x : V)
    (hx : ⟪S.state S.ground, x⟫_ℂ = 0) :
    2 * (2 * (⟪x, W (S.state S.ground)⟫_ℂ).re - S.excitation x) ≤ S.polarizability W := by
  have hx' : ⟪x, S.state S.ground⟫_ℂ = 0 := inner_eq_zero_symm.mp hx
  rw [excitation_eq, ← S.state.sum_inner_mul_inner x, Complex.re_sum,
    ← Finset.add_sum_erase _ _ (Finset.mem_univ S.ground)]
  simp only [hx', zero_mul, Complex.zero_re, zero_add]
  unfold polarizability
  rw [Finset.mul_sum, ← Finset.sum_sub_distrib]
  refine mul_le_mul_of_nonneg_left (Finset.sum_le_sum fun n hn => ?_) (by norm_num)
  have hd := sub_pos.mpr (S.gap n (Finset.ne_of_mem_erase hn))
  have hr := Complex.re_le_norm (⟪x, S.state n⟫_ℂ * ⟪S.state n, W (S.state S.ground)⟫_ℂ)
  rw [norm_mul, norm_inner_symm x (S.state n)] at hr
  -- complete the square in each excited level
  rw [le_div_iff₀ hd]
  nlinarith [mul_le_mul_of_nonneg_left hr hd.le,
    sq_nonneg ((S.energy n - S.energy S.ground) * ‖⟪S.state n, x⟫_ℂ‖ -
      ‖⟪S.state n, W (S.state S.ground)⟫_ℂ‖)]
```

## (d) Solving the Sternheimer equation

**Task.** Find a vector $x$ with $\langle g,x\rangle=0$ and

$$(H-E_0)x=Wg-\langle g,Wg\rangle g .$$

**Solution.** Take

$$x=\sum_{n\neq0}\frac{\langle u_n,Wg\rangle}{E_n-E_0}\,u_n .$$

It is orthogonal to $g$ because every $u_n$ in the sum is. Applying $H-E_0$ cancels the denominators and leaves $\sum_{n\neq0}\langle u_n,Wg\rangle u_n$, which is the full expansion of $Wg$ without its ground component. With this sign, $x$ is minus the usual first-order correction to $g$ under $H+\lambda W$.

The first `refine` supplies this sum. The two bullets check orthogonality and the equation, and `hne` says that the denominator is nonzero.

```lean
/-- The Sternheimer equation `(H - E₀) x = W g - ⟨g, W g⟩ g` has a solution orthogonal to the
ground state `g`. -/
theorem exists_response (S : Levels ι H) (W : V →ₗ[ℂ] V) :
    ∃ x, ⟪S.state S.ground, x⟫_ℂ = 0 ∧ H x - (S.energy S.ground : ℂ) • x =
      W (S.state S.ground) -
        ⟪S.state S.ground, W (S.state S.ground)⟫_ℂ • S.state S.ground := by
  refine ⟨∑ n ∈ Finset.univ.erase S.ground, (⟪S.state n, W (S.state S.ground)⟫_ℂ /
    ((S.energy n : ℂ) - (S.energy S.ground : ℂ))) • S.state n, ?_, ?_⟩
  · rw [inner_sum]
    refine Finset.sum_eq_zero fun n hn => ?_
    rw [inner_smul_right, S.state.orthonormal.2 (Finset.ne_of_mem_erase hn).symm, mul_zero]
  · rw [eq_sub_of_add_eq ((Finset.sum_erase_add Finset.univ
      (fun n => ⟪S.state n, W (S.state S.ground)⟫_ℂ • S.state n)
      (Finset.mem_univ S.ground)).trans (S.state.sum_repr' _)) |>.symm,
      map_sum, Finset.smul_sum, ← Finset.sum_sub_distrib]
    refine Finset.sum_congr rfl fun n hn => ?_
    have hne : (S.energy n : ℂ) - (S.energy S.ground : ℂ) ≠ 0 :=
      sub_ne_zero.mpr (by exact_mod_cast (S.gap n (Finset.ne_of_mem_erase hn)).ne')
    rw [map_smul, S.eigen, smul_smul, smul_smul, ← sub_smul]
    congr 1
    linear_combination div_mul_cancel₀ ⟪S.state n, W (S.state S.ground)⟫_ℂ hne
```

## (e) Polarizability from a response vector

**Task.** Let $x$ be any solution of the equation in (d), orthogonal to $g$ or not. Show that

$$\alpha_H(W)=2\,\varepsilon_H(x).$$

**Solution.** Take the component of the equation along $u_n$ with $n\neq0$. The term in $g$ drops out, and (a) gives $(E_n-E_0)\langle u_n,x\rangle=\langle u_n,Wg\rangle$. Hence

$$\frac{|\langle u_n,Wg\rangle|^2}{E_n-E_0}=(E_n-E_0)|\langle u_n,x\rangle|^2 .$$

Sum over $n\neq0$, use (b) and multiply by $2$. A component of $x$ along $g$ contributes nothing to either side.

The proof compares the sums term by term; `h` is the component equation.

```lean
/-- The polarizability is twice the excitation energy of any solution of the Sternheimer
equation. -/
theorem polarizability_eq (S : Levels ι H) (W : V →ₗ[ℂ] V) (x : V)
    (hx : H x - (S.energy S.ground : ℂ) • x = W (S.state S.ground) -
      ⟪S.state S.ground, W (S.state S.ground)⟫_ℂ • S.state S.ground) :
    S.polarizability W = 2 * S.excitation x := by
  rw [excitation_eq]
  unfold polarizability
  congr 1
  refine Finset.sum_congr rfl fun n hn => ?_
  have hd := sub_pos.mpr (S.gap n (Finset.ne_of_mem_erase hn))
  have h := S.amplitude x n
  rw [hx, inner_sub_right, inner_smul_right,
    S.state.orthonormal.2 (Finset.ne_of_mem_erase hn), mul_zero, sub_zero] at h
  rw [h, norm_mul, Complex.norm_real, Real.norm_of_nonneg hd.le, div_eq_iff hd.ne']
  ring
```

## (f) Comparing two Hamiltonians

**Task.** Let $A$ and $B$ have the same ground vector $g$ and the same ground energy $E_0$, and let $\langle x,Ax\rangle\le\langle x,Bx\rangle$ for all $x$. Show that for every linear $W$

$$\alpha_B(W)\le\alpha_A(W).$$

**Solution.** Let $x\perp g$ be the response vector of $B$ from (d). Pair its equation with $x$. Because $\langle x,g\rangle=0$,

$$\varepsilon_B(x)=\mathrm{Re}\langle x,Wg\rangle .$$

The shared $E_0$ and the ordering of the quadratic forms give $\varepsilon_A(x)\le\varepsilon_B(x)$. Now use $x$ as a trial vector for $A$ in (c), and finish with (e) for $B$:

$$\alpha_A(W)\ge2\bigl(2\varepsilon_B(x)-\varepsilon_A(x)\bigr)\ge2\varepsilon_B(x)=\alpha_B(W).$$

In the statement, `S` holds the levels of $A$ and `T` those of $B$. The hypotheses `hE` and `hg` equate the ground energies and the ground vectors, phase included; they stand for two potentials fitted to the same reference state over the whole space, not only outside a core radius. The hypothesis `hAB` says that $B-A$ is positive semidefinite. In real space, two local potentials with the same kinetic energy operator, the same nodeless ground function and the same ground energy are equal, so of two different pseudopotentials that meet `hE` and `hg` there, at least one is nonlocal. The eigenstates are orthonormal in the ordinary inner product, so ultrasoft pseudopotentials, whose eigenvalue problem contains an overlap operator, are not covered as they stand. In the proof, `hT` is the formula for $\varepsilon_B(x)$, `hle` compares the excitation energies, and `hS` is the Hylleraas bound for $A$.

The ordering `hAB` asks for more than higher excited levels. Let $A$ have excited energies $1$ and $10$ above $g$ in states $e_1$ and $e_2$, and let $B$ have $11$ and $2$ in the same states. In increasing order both excited levels have risen, yet a $W$ with $Wg=e_2$ gives $\alpha_A(W)=1/5$ and $\alpha_B(W)=1$.

```lean
/-- If `A` and `B` share the ground state and its energy, and `B - A` is positive semidefinite,
then `B` is no more polarizable than `A` under any perturbation `W`. -/
theorem polarizability_antitone (S : Levels ι A) (T : Levels ι B)
    (hE : T.energy T.ground = S.energy S.ground)
    (hg : T.state T.ground = S.state S.ground)
    (hAB : ∀ x, (⟪x, A x⟫_ℂ).re ≤ (⟪x, B x⟫_ℂ).re) (W : V →ₗ[ℂ] V) :
    T.polarizability W ≤ S.polarizability W := by
  obtain ⟨x, hx, hs⟩ := T.exists_response W
  have hx' : ⟪x, T.state T.ground⟫_ℂ = 0 := inner_eq_zero_symm.mp hx
  have hT : T.excitation x = (⟪x, W (T.state T.ground)⟫_ℂ).re := by
    unfold excitation
    rw [hs, inner_sub_right, inner_smul_right, hx', mul_zero, sub_zero]
  have hle : S.excitation x ≤ T.excitation x := by
    unfold excitation
    rw [hE, inner_sub_right, inner_sub_right, Complex.sub_re, Complex.sub_re]
    linarith [hAB x]
  -- the response of `B` is a trial vector for `A`
  have hS := S.hylleraas_bound W x (hg ▸ hx)
  rw [← hg, ← hT] at hS
  rw [T.polarizability_eq W x hs]
  linarith


end Levels
```

## (g) Two levels with different gaps

**Task.** On $\mathbb C^2$, with components $x_0,x_1$, let $H_D$ have energies $0$ and $D$, and let $F$ exchange the two basis states. For $0<D\le D'$, show that $H_D$ and $H_{D'}$ satisfy the hypotheses of (f), and that

$$\alpha_{H_D}(F)=\frac2D,\qquad \alpha_{H_{D'}}(F)=\frac2{D'} .$$

The Hamiltonian, the exchange and the level scheme are defined as follows.

```lean
/-- The two-level Hamiltonian with energies `0` and `D`. -/
def twoLevel (D : ℝ) : EuclideanSpace ℂ (Fin 2) →ₗ[ℂ] EuclideanSpace ℂ (Fin 2) where
  toFun x := !₂[0, (D : ℂ) * x 1]
  map_add' x y := by ext i; fin_cases i <;> simp [mul_add]
  map_smul' c x := by ext i; fin_cases i <;> simp [mul_left_comm]

/-- The perturbation that exchanges the two levels. -/
def flip : EuclideanSpace ℂ (Fin 2) →ₗ[ℂ] EuclideanSpace ℂ (Fin 2) where
  toFun x := !₂[x 1, x 0]
  map_add' x y := by ext i; fin_cases i <;> simp
  map_smul' c x := by ext i; fin_cases i <;> simp

/-- The level scheme of the two-level Hamiltonian with gap `D > 0`. -/
def twoLevels (D : ℝ) (hD : 0 < D) : Levels (Fin 2) (twoLevel D) where
  state := EuclideanSpace.basisFun (Fin 2) ℂ
  energy := ![0, D]
  ground := 0
  eigen n := by ext i; fin_cases n <;> fin_cases i <;> simp [twoLevel]
  gap n hn := by fin_cases n <;> simp_all
```

**Solution.** Both Hamiltonians have ground vector $e_0$ with energy $0$. Their quadratic forms are ordered, since

$$\langle x,H_Dx\rangle=D|x_1|^2\le D'|x_1|^2=\langle x,H_{D'}x\rangle .$$

The only excited state is $e_1$, and $Fe_0=e_1$, so $|\langle e_1,Fe_0\rangle|^2=1$ and the polarizability is $2/(D-0)$. The same calculation applies to $D'$. Doubling the gap halves the response.

The theorem lists the equal energies, the equal ground vectors, the ordering and the two values. The steps `form` and `pol` compute the quadratic form and the polarizability for an arbitrary gap `d`, and each is then applied to both Hamiltonians.

```lean
/-- Two-level Hamiltonians with gaps `0 < D ≤ D'` share the ground state and its energy, are
ordered as quadratic forms, and have polarizabilities `2/D` and `2/D'` under the exchange. -/
theorem twoLevel_witness (D D' : ℝ) (hD : 0 < D) (hD' : 0 < D') (h : D ≤ D') :
    (twoLevels D' hD').energy (twoLevels D' hD').ground =
      (twoLevels D hD).energy (twoLevels D hD).ground ∧
    (twoLevels D' hD').state (twoLevels D' hD').ground =
      (twoLevels D hD).state (twoLevels D hD).ground ∧
    (∀ x, (⟪x, twoLevel D x⟫_ℂ).re ≤ (⟪x, twoLevel D' x⟫_ℂ).re) ∧
    (twoLevels D hD).polarizability flip = 2 / D ∧
    (twoLevels D' hD').polarizability flip = 2 / D' := by
  have form : ∀ (d : ℝ) (x : EuclideanSpace ℂ (Fin 2)),
      (⟪x, twoLevel d x⟫_ℂ).re = d * ((x 1).re ^ 2 + (x 1).im ^ 2) := by
    intro d x
    simp [twoLevel, PiLp.inner_apply, Fin.sum_univ_two]
    ring
  have pol : ∀ (d : ℝ) (hd : 0 < d), (twoLevels d hd).polarizability flip = 2 / d := by
    intro d hd
    have he : (Finset.univ.erase (0 : Fin 2)) = {1} := by decide
    simp [Levels.polarizability, twoLevels, flip, he, div_eq_mul_inv,
      EuclideanSpace.inner_single_left]
  refine ⟨rfl, rfl, fun x => ?_, pol D hD, pol D' hD'⟩
  rw [form, form]
  exact mul_le_mul_of_nonneg_right h (by positivity)

end

end PseudopotentialHardness
```

```lean
#print axioms PseudopotentialHardness.Levels.polarizability_antitone
-- 'PseudopotentialHardness.Levels.polarizability_antitone' depends on axioms: [propext, Classical.choice, Quot.sound]
```
